# Rayleigh quotient minus projected energy as the normalised overlap of \((1-P)\psi\) with the residual

## Can an energy from projected equations lie below the ground state?

When my truncated coupled-cluster calculation converges, I read the energy \(E\) off the projected equations and then have to decide whether I may treat it as an upper bound to the exact energy in the same basis. Let \(H\) be the Hamiltonian, \(\psi\) the wave function and \(P\) the orthogonal projection onto the reference determinant and the excitations that are kept. In unlinked form the equations say \(P(H-E)\psi = 0\), with \(\psi\) generally not inside the range of \(P\). I was told that \(E\) then need not be the expectation value of \(H\), and that for \(\psi \neq 0\) in a finite-dimensional real space
\[
\frac{\langle\psi, H\psi\rangle}{\langle\psi,\psi\rangle} - E = \frac{\langle (1-P)\psi, (H-E)\psi\rangle}{\langle\psi,\psi\rangle}.
\]
I would like to see this made rigorous and checked by machine. What is really needed of \(P\) and \(H\), how far below the ground state can \(E\) go, and is there a small example where it does?

## It can, by an amount that the identity bounds in terms of the state and its residual

The identity holds over the real or complex numbers, in any dimension, for any linear \(H\) defined on the whole space and any symmetric \(P\), provided that \(\psi \neq 0\) and \(P(H-E)\psi = 0\).

### The identity and its consequences

Write \(R = \langle\psi,H\psi\rangle/\langle\psi,\psi\rangle\) for the Rayleigh quotient and \(r = H\psi - E\psi\) for the residual. The inner product is linear in its second argument, so \(\langle\psi, r\rangle = \langle\psi,H\psi\rangle - E\langle\psi,\psi\rangle\). Dividing by \(\langle\psi,\psi\rangle \neq 0\) gives
\[
R - E = \frac{\langle\psi, r\rangle}{\langle\psi,\psi\rangle}.
\]
Symmetry of \(P\) means \(\langle Px, y\rangle = \langle x, Py\rangle\) for all vectors \(x, y\). With \(Pr = 0\) this gives \(\langle Px, r\rangle = \langle x, Pr\rangle = 0\) for every \(x\). Taking \(x = \psi\),
\[
\langle \psi - P\psi, r\rangle = \langle\psi, r\rangle - \langle P\psi, r\rangle = \langle\psi, r\rangle,
\]
and inserting this above yields your formula. Neither \(P^2 = P\) nor symmetry of \(H\) was used.

Four consequences follow. Abbreviate \(p = P\psi\) and \(q = \psi - P\psi\).

1. The denominator is nonzero, so \(R = E\) exactly when \(\langle q, r\rangle = 0\). This holds in particular when \(P\psi = \psi\), since then \(q = 0\).
2. The Cauchy–Schwarz inequality gives \(|R - E| \le \delta\) with \(\delta = \|q\|\,\|r\|/\|\psi\|^2\).
3. Suppose a real number \(E_0\) satisfies \(E_0\|x\|^2 \le \operatorname{Re}\langle x, Hx\rangle\) for all \(x\). Then \(E_0 \le \operatorname{Re} R\). Also \(\operatorname{Re} R - \operatorname{Re} E \le |R - E| \le \delta\). Together these give \(\operatorname{Re} E \ge E_0 - \delta\).
4. Let \(H\) be symmetric and \(E\) real, so that \(A = H - E\) is symmetric. From \(\langle p, A(p+q)\rangle = 0\) we get \(\langle p, Ap\rangle + \langle p, Aq\rangle = 0\). Complex conjugation turns this into \(\langle Ap, p\rangle + \langle Aq, p\rangle = 0\), and symmetry into \(\langle p, Ap\rangle + \langle q, Ap\rangle = 0\). Hence
\[
\langle q, r\rangle = \langle q, Ap\rangle + \langle q, Aq\rangle = \langle q, Aq\rangle - \langle p, Ap\rangle .
\]

### A two-level example

In \(\mathbb{R}^2\) with components numbered 0 and 1, let \(H(x_0, x_1) = (x_1, x_0)\) and \(P(x_0, x_1) = (x_0, 0)\). Since \(\langle x, Hx\rangle + \|x\|^2 = 2x_0x_1 + x_0^2 + x_1^2 = (x_0 + x_1)^2 \ge 0\), the value \(E_0 = -1\) is a lower bound. Take \(\psi = (1, t)\) with \(t\) real, which is the state \((1,t)/\sqrt{1+t^2}\) once normalised, and set \(E = t\). Then \(r = (t, 1) - (t, t^2) = (0, 1 - t^2)\), so \(Pr = 0\) for every \(t\). With \(R = 2t/(1+t^2)\),
\[
R - E = \frac{2t - t(1+t^2)}{1+t^2} = \frac{t(1-t^2)}{1+t^2}.
\]
Any \(t < -1\) puts \(E\) below the bound. At \(t = -2\) the normalised state is \((1,-2)/\sqrt5\), and the formula gives \(R - E = 6/5\), so \(R = -4/5\) lies above \(-1\) while \(E = -2\) lies below it. The difference vanishes at \(t = 0\), where \(P\psi = \psi\), and at \(t = \pm 1\), where \(r = 0\).

The complete Lean file follows.

```lean
import Mathlib

open scoped InnerProductSpace

namespace ProjectedEnergy

noncomputable section

variable {𝕜 V : Type*} [RCLike 𝕜] [NormedAddCommGroup V] [InnerProductSpace 𝕜 V]

/-- The Rayleigh quotient `⟨ψ, H ψ⟩ / ⟨ψ, ψ⟩`. -/
def rayleigh (H : V →ₗ[𝕜] V) (ψ : V) : 𝕜 := ⟪ψ, H ψ⟫_𝕜 / ⟪ψ, ψ⟫_𝕜

/-- The Schrödinger residual `(H - E) ψ`. -/
def residual (H : V →ₗ[𝕜] V) (E : 𝕜) (ψ : V) : V := H ψ - E • ψ

/-- For nonzero `ψ`, the Rayleigh quotient minus `E` is `⟨ψ, (H - E) ψ⟩ / ⟨ψ, ψ⟩`. -/
theorem rayleigh_sub_eq (H : V →ₗ[𝕜] V) (E : 𝕜) {ψ : V} (hψ : ψ ≠ 0) :
    rayleigh H ψ - E = ⟪ψ, residual H E ψ⟫_𝕜 / ⟪ψ, ψ⟫_𝕜 := by
  have h : ⟪ψ, ψ⟫_𝕜 ≠ 0 := fun h => hψ (inner_self_eq_zero.mp h)
  unfold rayleigh residual
  rw [inner_sub_right, inner_smul_right, sub_div, mul_div_assoc, div_self h, mul_one]

/-- If `P` is symmetric and `P (H - E) ψ = 0`, the residual is orthogonal to every `P x`. -/
theorem inner_proj_residual {H P : V →ₗ[𝕜] V} (hP : P.IsSymmetric) {E : 𝕜} {ψ : V}
    (hr : P (residual H E ψ) = 0) (x : V) : ⟪P x, residual H E ψ⟫_𝕜 = 0 := by
  rw [hP x, hr, inner_zero_right]

/-- For symmetric `P`, nonzero `ψ` and `P (H - E) ψ = 0`, the Rayleigh quotient minus `E`
equals `⟨(1 - P) ψ, (H - E) ψ⟩ / ⟨ψ, ψ⟩`. -/
theorem rayleigh_sub_projected {H P : V →ₗ[𝕜] V} (hP : P.IsSymmetric) {E : 𝕜} {ψ : V}
    (hψ : ψ ≠ 0) (hr : P (residual H E ψ) = 0) :
    rayleigh H ψ - E = ⟪ψ - P ψ, residual H E ψ⟫_𝕜 / ⟪ψ, ψ⟫_𝕜 := by
  -- the `P ψ` part of the bra does not see the residual
  rw [inner_sub_left, inner_proj_residual hP hr, sub_zero, rayleigh_sub_eq H E hψ]

/-- The same identity with `P` the orthogonal projection onto a subspace `K`. -/
theorem rayleigh_sub_orthogonalProjection (K : Submodule 𝕜 V) [K.HasOrthogonalProjection]
    {H : V →ₗ[𝕜] V} {E : 𝕜} {ψ : V} (hψ : ψ ≠ 0)
    (hr : K.starProjection (residual H E ψ) = 0) :
    rayleigh H ψ - E = ⟪ψ - K.starProjection ψ, residual H E ψ⟫_𝕜 / ⟪ψ, ψ⟫_𝕜 := by
  have hP : (K.starProjection : V →ₗ[𝕜] V).IsSymmetric :=
    fun u v => K.inner_starProjection_left_eq_right u v
  exact rayleigh_sub_projected hP hψ hr

/-- For symmetric `P`, nonzero `ψ` and `P (H - E) ψ = 0`, `E` equals the Rayleigh quotient exactly
when `(1 - P) ψ` is orthogonal to the residual. -/
theorem rayleigh_eq_iff {H P : V →ₗ[𝕜] V} (hP : P.IsSymmetric) {E : 𝕜} {ψ : V}
    (hψ : ψ ≠ 0) (hr : P (residual H E ψ) = 0) :
    rayleigh H ψ = E ↔ ⟪ψ - P ψ, residual H E ψ⟫_𝕜 = 0 := by
  have h : ⟪ψ, ψ⟫_𝕜 ≠ 0 := fun h => hψ (inner_self_eq_zero.mp h)
  rw [← sub_eq_zero (a := rayleigh H ψ), rayleigh_sub_projected hP hψ hr, div_eq_zero_iff,
    or_iff_left h]

/-- For symmetric `P`, nonzero `ψ`, `P (H - E) ψ = 0` and `P ψ = ψ`, `E` is the Rayleigh quotient of
`ψ`. -/
theorem rayleigh_eq_of_fixed {H P : V →ₗ[𝕜] V} (hP : P.IsSymmetric) {E : 𝕜} {ψ : V}
    (hψ : ψ ≠ 0) (hr : P (residual H E ψ) = 0) (hfix : P ψ = ψ) : rayleigh H ψ = E := by
  rw [rayleigh_eq_iff hP hψ hr, hfix, sub_self, inner_zero_left]

/-- For symmetric `P`, nonzero `ψ` and `P (H - E) ψ = 0`, the distance of `E` from the Rayleigh
quotient is at most `‖(1 - P) ψ‖ ‖(H - E) ψ‖ / ‖ψ‖²`. -/
theorem norm_rayleigh_sub_le {H P : V →ₗ[𝕜] V} (hP : P.IsSymmetric) {E : 𝕜} {ψ : V}
    (hψ : ψ ≠ 0) (hr : P (residual H E ψ) = 0) :
    ‖rayleigh H ψ - E‖ ≤ ‖ψ - P ψ‖ * ‖residual H E ψ‖ / ‖ψ‖ ^ 2 := by
  have hn : ‖⟪ψ, ψ⟫_𝕜‖ = ‖ψ‖ ^ 2 := by
    rw [inner_self_eq_norm_sq_to_K]
    simp
  rw [rayleigh_sub_projected hP hψ hr, norm_div, hn]
  -- Cauchy-Schwarz
  exact div_le_div_of_nonneg_right (norm_inner_le_norm _ _) (by positivity)

/-- If `Re ⟨x, H x⟩ ≥ E₀ ‖x‖²` for all `x`, then for symmetric `P`, nonzero `ψ` and `P (H - E) ψ =
0`, `Re E` is at least `E₀ - ‖(1 - P) ψ‖ ‖(H - E) ψ‖ / ‖ψ‖²`. -/
theorem projected_energy_lower_bound {H P : V →ₗ[𝕜] V} (hP : P.IsSymmetric) {E : 𝕜} {ψ : V}
    (hψ : ψ ≠ 0) (hr : P (residual H E ψ) = 0) {E₀ : ℝ}
    (hH : ∀ x : V, E₀ * ‖x‖ ^ 2 ≤ RCLike.re ⟪x, H x⟫_𝕜) :
    E₀ - ‖ψ - P ψ‖ * ‖residual H E ψ‖ / ‖ψ‖ ^ 2 ≤ RCLike.re E := by
  have hpos : 0 < ‖ψ‖ ^ 2 := pow_pos (norm_pos_iff.mpr hψ) 2
  -- the Rayleigh quotient itself lies above `E₀`
  have hR : E₀ ≤ RCLike.re (rayleigh H ψ) := by
    unfold rayleigh
    rw [inner_self_eq_norm_sq_to_K, ← RCLike.ofReal_pow, RCLike.div_re_ofReal,
      le_div_iff₀ hpos]
    exact hH ψ
  have h1 := RCLike.re_le_norm (rayleigh H ψ - E)
  rw [map_sub] at h1
  have h2 := norm_rayleigh_sub_le hP hψ hr
  linarith

/-- For symmetric `H` and `P`, real `E`, nonzero `ψ` and `P (H - E) ψ = 0`, the Rayleigh quotient
minus `E` is `(⟨q, (H - E) q⟩ - ⟨p, (H - E) p⟩) / ⟨ψ, ψ⟩` with `p = P ψ` and `q = (1 - P) ψ`. -/
theorem rayleigh_sub_eq_diag {H P : V →ₗ[𝕜] V} (hH : H.IsSymmetric) (hP : P.IsSymmetric)
    {E : ℝ} {ψ : V} (hψ : ψ ≠ 0) (hr : P (residual H (E : 𝕜) ψ) = 0) :
    rayleigh H ψ - (E : 𝕜) =
      (⟪ψ - P ψ, residual H (E : 𝕜) (ψ - P ψ)⟫_𝕜 - ⟪P ψ, residual H (E : 𝕜) (P ψ)⟫_𝕜)
        / ⟪ψ, ψ⟫_𝕜 := by
  -- `H - E` is symmetric and additive
  have hA : ∀ x y : V, ⟪residual H (E : 𝕜) x, y⟫_𝕜 = ⟪x, residual H (E : 𝕜) y⟫_𝕜 := by
    intro x y
    unfold residual
    rw [inner_sub_left, inner_sub_right, inner_smul_left, inner_smul_right, hH x y,
      RCLike.conj_ofReal]
  have hadd : ∀ p q : V, residual H (E : 𝕜) (p + q)
      = residual H (E : 𝕜) p + residual H (E : 𝕜) q := by
    intro p q
    unfold residual
    rw [map_add, smul_add]
    abel
  -- the conjugated projected equation eliminates the cross term
  have key : ∀ p q : V, ⟪p, residual H (E : 𝕜) (p + q)⟫_𝕜 = 0 →
      ⟪q, residual H (E : 𝕜) (p + q)⟫_𝕜
        = ⟪q, residual H (E : 𝕜) q⟫_𝕜 - ⟪p, residual H (E : 𝕜) p⟫_𝕜 := by
    intro p q h0
    rw [hadd, inner_add_right] at h0
    have h2 := congrArg (starRingEnd 𝕜) h0
    rw [map_add, map_zero, inner_conj_symm, inner_conj_symm, hA p p, hA q p] at h2
    rw [hadd, inner_add_right]
    linear_combination h2
  have e : P ψ + (ψ - P ψ) = ψ := by abel
  have h := key (P ψ) (ψ - P ψ) (by rw [e]; exact inner_proj_residual hP hr ψ)
  rw [e] at h
  rw [rayleigh_sub_projected hP hψ hr, h]

/-- Two-level Hamiltonian with zero diagonal and unit coupling. -/
def toyH : EuclideanSpace ℝ (Fin 2) →ₗ[ℝ] EuclideanSpace ℝ (Fin 2) where
  toFun x := !₂[x 1, x 0]
  map_add' x y := by ext i; fin_cases i <;> simp
  map_smul' c x := by ext i; fin_cases i <;> simp

/-- Projection onto the first of the two levels. -/
def toyP : EuclideanSpace ℝ (Fin 2) →ₗ[ℝ] EuclideanSpace ℝ (Fin 2) where
  toFun x := !₂[x 0, 0]
  map_add' x y := by ext i; fin_cases i <;> simp
  map_smul' c x := by ext i; fin_cases i <;> simp

/-- In the two-level model `P` is symmetric and idempotent, `H` is symmetric and bounded below
by `-1`, and for every real `t` the nonzero state `(1, t)` solves the projected equation with
`E = t`, its Rayleigh quotient minus `E` being `t (1 - t²) / (1 + t²)`. -/
theorem projected_witness (t : ℝ) :
    toyP.IsSymmetric ∧ (∀ x, toyP (toyP x) = toyP x) ∧ toyH.IsSymmetric ∧
    (∀ x, (-1) * ‖x‖ ^ 2 ≤ ⟪x, toyH x⟫_ℝ) ∧
    (!₂[1, t] : EuclideanSpace ℝ (Fin 2)) ≠ 0 ∧
    toyP (residual toyH t !₂[1, t]) = 0 ∧
    rayleigh toyH !₂[1, t] - t = t * (1 - t ^ 2) / (1 + t ^ 2) := by
  have hin : ∀ x y : EuclideanSpace ℝ (Fin 2), ⟪x, y⟫_ℝ = x 0 * y 0 + x 1 * y 1 := by
    intro x y
    simp [PiLp.inner_apply, Fin.sum_univ_two, mul_comm]
  have H0 : ∀ x, toyH x 0 = x 1 := fun _ => rfl
  have H1 : ∀ x, toyH x 1 = x 0 := fun _ => rfl
  have P0 : ∀ x, toyP x 0 = x 0 := fun _ => rfl
  have P1 : ∀ x, toyP x 1 = 0 := fun _ => rfl
  have v0 : (!₂[1, t] : EuclideanSpace ℝ (Fin 2)) 0 = 1 := rfl
  have v1 : (!₂[1, t] : EuclideanSpace ℝ (Fin 2)) 1 = t := rfl
  refine ⟨?_, fun _ => rfl, ?_, ?_, ?_, ?_, ?_⟩
  · intro x y
    rw [hin, hin, P0, P0, P1, P1]
    ring
  · intro x y
    rw [hin, hin, H0, H0, H1, H1]
    ring
  · intro x
    rw [← real_inner_self_eq_norm_sq, hin, hin, H0, H1]
    nlinarith [sq_nonneg (x 0 + x 1)]
  · intro h
    rw [h] at v0
    simp at v0
  · ext i
    fin_cases i <;> simp [toyP, toyH, residual]
  · unfold rayleigh
    rw [hin, hin, H0, H1, v0, v1]
    have e : (1 : ℝ) * 1 + t * t = 1 + t ^ 2 := by ring
    have hne : (1 : ℝ) + t ^ 2 ≠ 0 := by positivity
    rw [e]
    field_simp
    ring

end

end ProjectedEnergy
```

```lean
#print axioms ProjectedEnergy.rayleigh_sub_projected
#print axioms ProjectedEnergy.rayleigh_eq_of_fixed
#print axioms ProjectedEnergy.projected_energy_lower_bound
#print axioms ProjectedEnergy.rayleigh_sub_eq_diag
```

```
'ProjectedEnergy.rayleigh_sub_projected' depends on axioms: [propext, Classical.choice, Quot.sound]
'ProjectedEnergy.rayleigh_eq_of_fixed' depends on axioms: [propext, Classical.choice, Quot.sound]
'ProjectedEnergy.projected_energy_lower_bound' depends on axioms: [propext, Classical.choice, Quot.sound]
'ProjectedEnergy.rayleigh_sub_eq_diag' depends on axioms: [propext, Classical.choice, Quot.sound]
```

### What the Lean theorems say

`[RCLike 𝕜]` makes the scalars real or complex, and `V` is an inner-product space over them, with neither finite dimension nor completeness assumed. Your setting is the real, finite-dimensional case. Mathlib's `⟪ψ, H ψ⟫_𝕜` is conjugate-linear in the first slot and linear in the second, the same convention as a bra-ket. `H` and `P` have type `V →ₗ[𝕜] V`: they are linear, defined on all of `V`, and not assumed continuous. An operator defined only on a proper subspace of `V` does not have this type, so domain questions for Coulomb Hamiltonians are not treated.

`rayleigh H ψ` is \(R\) and `residual H E ψ` is \(r\). The vector \((1-P)\psi\) is written `ψ - P ψ`. Apart from `inner_proj_residual`, which also allows `ψ = 0`, the theorems about a general symmetric \(P\) share three hypotheses: `P.IsSymmetric`, `ψ ≠ 0` and `P (residual H E ψ) = 0`. The last is the projected equation, and it is assumed, not solved. The state is not normalised, which suits intermediate normalisation.

`rayleigh_sub_projected` is the identity for symmetric \(P\). `rayleigh_sub_orthogonalProjection` is your version: `K` is a subspace, `K.starProjection` is the orthogonal projection onto it viewed as a map from `V` to `V`, and `[K.HasOrthogonalProjection]` asks that this projection exist, as it does for any finite-dimensional subspace. `rayleigh_eq_iff` and `rayleigh_eq_of_fixed` are the first consequence and `norm_rayleigh_sub_le` the second, where the double bars around the scalar `rayleigh H ψ - E` mean its modulus.

`projected_energy_lower_bound` is the third. Its hypothesis `hH` stands for the variational principle: no state has a mean energy below \(E_0\). For a finite symmetric Hamiltonian one thinks of \(E_0\) as the lowest eigenvalue, but the theorem takes the bound as given and mentions no spectrum. It speaks of `RCLike.re E` because \(E\) may be complex. `rayleigh_sub_eq_diag` is the fourth consequence and, among the general theorems, the only one that needs `H.IsSymmetric` and a real \(E\).

`projected_witness` states seven facts for every real \(t\): `toyP` is symmetric and idempotent, `toyH` is symmetric and bounded below by \(-1\), the vector `!₂[1, t]` is nonzero, it solves the projected equation with \(E = t\), and \(R - E\) has the value found above. The choice \(t < -1\) is left to the reader of the theorem.

For electronic structure in a finite determinant basis, configuration interaction is the case \(P\psi = \psi\), where \(E\) equals the Rayleigh quotient, and an exponential wave function with a truncated cluster operator generally has \(q \neq 0\). That reading is my interpretation and not something the file proves, since it contains no cluster operator, no determinants and no linked form of the equations. The two-level example projects on the reference alone and leaves the amplitude \(t\) free. It shows that a projected equation does not by itself bound \(E\) from below by \(E_0\), and it does not exhibit a converged coupled-cluster solution. The quantity \(\delta\) involves the residual, which under the projected equation is orthogonal to the range of \(P\) but need not vanish. Since \(\delta\) depends on \(\psi\) and on \(E\) itself, the third consequence is an estimate for a given solution and not a limit fixed by \(H\) and \(P\): in the example \(E = t\) can be arbitrarily negative, and \(\delta = |t|\,|1-t^2|/(1+t^2)\) grows with it.

### How the tactics follow the algebra

`rayleigh_sub_eq` is the first displayed step of the derivation. `inner_sub_right` and `inner_smul_right` expand \(\langle\psi, r\rangle\), and `div_self h` cancels \(\langle\psi,\psi\rangle\), which is nonzero by `inner_self_eq_zero`. `inner_proj_residual` is the orthogonality step: `hP x` moves \(P\) across the inner product and `hr` replaces \(Pr\) by zero. In `rayleigh_sub_projected`, `inner_sub_left` splits the numerator into \(\langle\psi, r\rangle - \langle P\psi, r\rangle\), the second term is removed by `inner_proj_residual`, and what remains is `rayleigh_sub_eq`. The subspace version obtains symmetry from `K.inner_starProjection_left_eq_right` and applies this theorem.

`rayleigh_eq_iff` rewrites \(R = E\) as \(R - E = 0\), inserts the identity, and uses `div_eq_zero_iff`. The alternative of a zero denominator is discarded by `or_iff_left h`. `rayleigh_eq_of_fixed` substitutes `hfix`, which makes the bra zero. In `norm_rayleigh_sub_le`, `hn` identifies \(|\langle\psi,\psi\rangle|\) with \(\|\psi\|^2\), and `norm_inner_le_norm` is Cauchy–Schwarz. In the lower bound, `hR` is \(E_0 \le \operatorname{Re} R\), obtained from `hH ψ` by clearing the positive denominator. Then `h1` is \(\operatorname{Re} R - \operatorname{Re} E \le |R - E|\), `h2` is \(|R - E| \le \delta\), and `linarith` adds the three.

In `rayleigh_sub_eq_diag`, `hA` and `hadd` say that \(A\) is symmetric and additive. The reality of \(E\) enters through `RCLike.conj_ofReal`. The statement `key` is the cross-term computation for arbitrary \(p\) and \(q\): applying `starRingEnd 𝕜` conjugates the equation, `inner_conj_symm` swaps the slots, `hA` moves \(A\) back to the right, and `linear_combination h2` does the subtraction. It is then used with \(p = P\psi\) and \(q = \psi - P\psi\), whose sum is \(\psi\).

For the example, `hin` writes the inner product as \(x_0y_0 + x_1y_1\), after which both symmetry claims close by `ring`. The lower bound comes from `nlinarith [sq_nonneg (x 0 + x 1)]`, the completed square above. The projected equation is checked component by component, and the final value follows by clearing the positive denominator \(1 + t^2\) with `field_simp`.
